# With Clausius–Mossotti polarizabilities, the retarded pair sum for two ideal-metal half-spaces is between 79% and 80% of the Casimir energy

Place one atom at height $h>0$ above a planar sheet that carries one atom per unit area, treated as a continuous distribution. Let every pair of atoms at distance $R$ have the energy

$$V(R) = -\frac{23\,\alpha^2}{4\pi R^7},$$

where $\alpha$ is the static polarizability in Gaussian units and $\hbar=c=1$. This is the interaction of two identical electrically polarizable atoms in the retarded regime, where the light travel time between them is long compared with the periods of their electronic transitions.

A ring of radius $s$ and width $ds$ in the sheet holds $2\pi s\,ds$ atoms, all at distance $r=\sqrt{s^2+h^2}$. Since $r\,dr=s\,ds$,

$$\int_0^\infty \frac{s\,ds}{r^7}=\int_h^\infty\frac{dr}{r^6}=\frac1{5h^5},$$

and the energy of the atom above the sheet is

$$E_{\text{sheet}}(h)=-\frac{23\alpha^2}{4\pi}\cdot 2\pi\cdot\frac{1}{5h^5}=-\frac{23\,\alpha^2}{10\,h^5}.$$

Summing over a plane has turned the seventh inverse power into the fifth. Each further sum, over depth, lowers the power by one.

## From one sheet to two half-spaces

Let both bodies have number density $\rho$. A layer of thickness $dz$ at depth $z$ holds $\rho\,dz$ atoms per unit area, so an atom at height $h$ above a half-space has the energy

$$E_{\text{wall}}(h)=\int_0^\infty\rho\,E_{\text{sheet}}(h+z)\,dz=-\frac{23\rho\alpha^2}{10}\int_0^\infty\frac{dz}{(h+z)^5}=-\frac{23\,\rho\,\alpha^2}{40\,h^4}.$$

Now let this atom belong to a second half-space, separated from the first by a gap $d>0$. At depth $z$ in its own body it sits at height $d+z$ above the other, and the energy per unit area is

$$E(d)=\int_0^\infty\rho\,E_{\text{wall}}(d+z)\,dz=-\frac{23\rho^2\alpha^2}{40}\cdot\frac{1}{3d^3}=-\frac{23(\rho\alpha)^2}{120\,d^3}.$$

## The metal limit and the ratio

The Clausius–Mossotti relation ties the polarizability to the permittivity $\varepsilon$ of the medium:

$$\rho\alpha=\frac{3}{4\pi}\,\frac{\varepsilon-1}{\varepsilon+2}.$$

An ideal metal screens a static field completely, which corresponds to $\varepsilon\to\infty$ and hence to $\rho\alpha\to 3/(4\pi)$. At this value

$$E(d)=-\frac{23}{120\,d^3}\cdot\frac{9}{16\pi^2}=-\frac{69}{640\,\pi^2d^3}.$$

The Casimir energy per unit area, which comes from the zero-point energy of the electromagnetic field between perfectly conducting plates, is $-\pi^2/(720\,d^3)$. The gap cancels in the ratio:

$$\frac{69}{640\,\pi^2}\cdot\frac{720}{\pi^2}=\frac{621}{8\pi^4}\approx 0.797.$$

For two half-spaces in the retarded, ideal-metal limit, adding pair energies with Clausius–Mossotti polarizabilities therefore misses about a fifth of the Casimir energy. Pairwise dispersion corrections in electronic structure calculations also assume additivity, but usually with a non-retarded pair law, so this number is an illustration and not an error estimate for them.

## The energies as nested integrals in Lean

The file works with real numbers and Mathlib's integral.

```lean
import Mathlib

open MeasureTheory Set Filter
open scoped Real Topology

namespace PairwiseLifshitz

noncomputable section
```

The pair energy is taken as given. Physically it holds only at large separations. Atoms of different half-spaces are never closer than the gap $d$, so its use in the sum is justified when $d$ is large; the theorems themselves hold for every $d>0$.

```lean
/-- Retarded interaction energy of two atoms of polarizability `α` at distance `R ≠ 0`,
in units with `ħ = c = 1`. -/
def pairEnergy (α R : ℝ) : ℝ := -23 * α ^ 2 / (4 * π * R ^ 7)
```

The next three definitions follow the three sums. `Ioi (0 : ℝ)` is the open half-line $(0,\infty)$. The sheet has unit areal density, and $\rho$ enters when sheets are stacked into a body.

```lean
/-- Energy of an atom at height `h` above a planar sheet with one atom per unit area,
summed over rings of radius `s`. -/
def atomSheet (α h : ℝ) : ℝ :=
  ∫ s in Ioi (0 : ℝ), pairEnergy α (√(s ^ 2 + h ^ 2)) * (2 * π * s)

/-- Energy of an atom at height `h` above a half-space of number density `ρ`,
summed over sheets at depth `z`. -/
def atomWall (ρ α h : ℝ) : ℝ := ∫ z in Ioi (0 : ℝ), ρ * atomSheet α (h + z)
```

In `wallWall` the variable `z` is the depth in the second body; the depth in the first is already integrated inside `atomWall`.

```lean
/-- Pairwise energy per unit area of two half-spaces of number density `ρ` at gap `d`. -/
def wallWall (ρ α d : ℝ) : ℝ := ∫ z in Ioi (0 : ℝ), ρ * atomWall ρ α (d + z)
```

A different model would treat the half-spaces as regions of three-dimensional space and write the energy per area as a single integral over the lateral separation and both depths. The ring factor $2\pi s$ would then come from a change to polar coordinates, where here it is part of the definition, and Tonelli's theorem would be needed to reach the nested form. Because the integrand keeps one sign, the value would not change; the proof would be longer, and the result would visibly not depend on the order of summation.

The Casimir energy also enters as a definition. Neither it nor the Lifshitz theory of which it is the zero-temperature ideal-metal limit is derived here.

```lean
/-- Casimir energy per unit area of two ideal metal plates at gap `d ≠ 0`. -/
def casimirEnergy (d : ℝ) : ℝ := -π ^ 2 / (720 * d ^ 3)
```

The last definition is the Clausius–Mossotti relation solved for $\alpha$. It contains a single static permittivity, with no dependence on frequency.

```lean
/-- Clausius-Mossotti polarizability of the atoms of a medium with number density `ρ ≠ 0`
and permittivity `ε ≠ -2`. -/
def clausiusMossotti (ρ ε : ℝ) : ℝ := 3 / (4 * π * ρ) * ((ε - 1) / (ε + 2))
```

## One tail integral for all three sums

All three integrals have the same form. If a positive distance $r(x)$ grows without bound and has derivative $r'(x)\ge 0$, then for every natural number $k$

$$\int_0^\infty\frac{r'(x)}{r(x)^{k+2}}\,dx=\frac{1}{(k+1)\,r(0)^{k+1}},$$

because $-1/\big((k+1)\,r^{k+1}\big)$ is an antiderivative that vanishes at infinity.

```lean
/-- Integral of `r' / r ^ (k + 2)` over a half-line, for a positive distance `r` that grows without
bound and has derivative `r' ≥ 0`. -/
theorem tail_integral (k : ℕ) {r r' : ℝ → ℝ}
    (hd : ∀ x ∈ Ici (0 : ℝ), HasDerivAt r (r' x) x)
    (hpos : ∀ x ∈ Ici (0 : ℝ), 0 < r x) (hr' : ∀ x ∈ Ioi (0 : ℝ), 0 ≤ r' x)
    (ht : Tendsto r atTop atTop) :
    ∫ x in Ioi (0 : ℝ), r' x / r x ^ (k + 2) = 1 / (((k : ℝ) + 1) * r 0 ^ (k + 1)) := by
  have hk : (0 : ℝ) < (k : ℝ) + 1 := by positivity
  -- the antiderivative is an inverse power of one order less
  have hderiv : ∀ x ∈ Ici (0 : ℝ), HasDerivAt
      (fun y => -1 / (((k : ℝ) + 1) * r y ^ (k + 1))) (r' x / r x ^ (k + 2)) x := by
    intro x hx
    have hx0 : r x ≠ 0 := (hpos x hx).ne'
    have hne : ((k : ℝ) + 1) * r x ^ (k + 1) ≠ 0 := mul_ne_zero hk.ne' (pow_ne_zero _ hx0)
    refine ((hasDerivAt_const x (-1 : ℝ)).fun_div
      (((hd x hx).fun_pow (k + 1)).const_mul ((k : ℝ) + 1)) hne).congr_deriv ?_
    rw [div_eq_div_iff (pow_ne_zero 2 hne) (pow_ne_zero _ hx0), Nat.add_sub_cancel]
    push_cast
    ring
  have hlim : Tendsto (fun y => -1 / (((k : ℝ) + 1) * r y ^ (k + 1))) atTop (𝓝 0) :=
    (((tendsto_pow_atTop (Nat.succ_ne_zero k)).comp ht).const_mul_atTop hk).const_div_atTop (-1)
  refine (integral_Ioi_of_hasDerivAt_of_nonneg' hderiv (fun x hx =>
    div_nonneg (hr' x hx)
      (pow_nonneg (hpos x (mem_Ici.2 (le_of_lt (mem_Ioi.1 hx)))).le _)) hlim).trans ?_
  show 0 - -1 / (((k : ℝ) + 1) * r 0 ^ (k + 1)) = _
  ring
```

Here `hderiv` checks the antiderivative and `hlim` its limit. The fundamental theorem of calculus on the half-line then gives the value. The version used requires a nonnegative integrand and obtains convergence from this together with the finite limit of the antiderivative, which matters because Lean assigns the value 0 to a divergent integral.

For the depth sums the distance is $r=h+z$, with derivative 1.

```lean
/-- Integral over the depth `z` of an inverse power of the distance `h + z`. -/
theorem layer_integral (k : ℕ) {h : ℝ} (hh : 0 < h) :
    ∫ z in Ioi (0 : ℝ), 1 / (h + z) ^ (k + 2) = 1 / (((k : ℝ) + 1) * h ^ (k + 1)) := by
  have key := tail_integral k (r := fun z => h + z) (r' := fun _ => 1)
    (fun z _ => (hasDerivAt_id' z).const_add h)
    (fun z hz => add_pos_of_pos_of_nonneg hh hz) (fun _ _ => zero_le_one)
    (tendsto_atTop_add_const_left atTop h tendsto_id)
  simpa only [add_zero] using key
```

For the sheet the distance is $r=\sqrt{s^2+h^2}$, with derivative $s/r$. The step `e` writes $s/r^7$ as $(s/r)/r^6$, which is the tail integral with $k=4$. This is the substitution $r\,dr=s\,ds$ from the opening example. The step `h0` evaluates the distance at $s=0$, where it equals $h$.

```lean
/-- Radial integral over a plane at distance `h` for the seventh inverse power. -/
theorem radial_integral {h : ℝ} (hh : 0 < h) :
    ∫ s in Ioi (0 : ℝ), s / √(s ^ 2 + h ^ 2) ^ 7 = 1 / (5 * h ^ 5) := by
  have hd : ∀ s ∈ Ici (0 : ℝ),
      HasDerivAt (fun s => √(s ^ 2 + h ^ 2)) (s / √(s ^ 2 + h ^ 2)) s := by
    intro s _
    have h1 : HasDerivAt (fun s : ℝ => s ^ 2 + h ^ 2) (2 * s) s :=
      ((hasDerivAt_pow 2 s).add_const (h ^ 2)).congr_deriv (by norm_num)
    have hne : s ^ 2 + h ^ 2 ≠ 0 := by positivity
    exact (h1.sqrt hne).congr_deriv (mul_div_mul_left _ _ two_ne_zero)
  have key := tail_integral 4 hd (fun s _ => Real.sqrt_pos.2 (by positivity))
    (fun s hs => div_nonneg (le_of_lt hs) (Real.sqrt_nonneg _))
    (tendsto_atTop_mono (fun s => (le_abs_self s).trans
      (Real.abs_le_sqrt (by nlinarith [sq_nonneg h]))) tendsto_id)
  have e : ∀ s : ℝ, s / √(s ^ 2 + h ^ 2) ^ 7
      = s / √(s ^ 2 + h ^ 2) / √(s ^ 2 + h ^ 2) ^ 6 := by
    intro s
    ring
  have h0 : √((0 : ℝ) ^ 2 + h ^ 2) = h := by
    rw [zero_pow two_ne_zero, zero_add, Real.sqrt_sq hh.le]
  simp only [e]
  refine key.trans ?_
  rw [h0]
  norm_num
```

## Three energies in closed form

The atom–sheet energy follows by taking the constant $-23\alpha^2/2$ out of the integral, which is the purpose of `alg`, and inserting the radial result. The theorem holds for every real $\alpha$ and every $h>0$.

```lean
/-- The energy between an atom and a sheet falls off as the fifth power of the height. -/
theorem atomSheet_eq (α : ℝ) {h : ℝ} (hh : 0 < h) :
    atomSheet α h = -23 * α ^ 2 / (10 * h ^ 5) := by
  have alg : ∀ s r : ℝ, 0 < r →
      pairEnergy α r * (2 * π * s) = (-23 * α ^ 2 / 2) * (s / r ^ 7) := by
    intro s r hr
    have hπ := Real.pi_ne_zero
    have hr0 := hr.ne'
    unfold pairEnergy
    field_simp
    ring
  have key := fun s : ℝ => alg s (√(s ^ 2 + h ^ 2)) (Real.sqrt_pos.2 (by positivity))
  simp only [atomSheet, key]
  rw [integral_const_mul, radial_integral hh]
  ring
```

For the atom–wall energy, `key` inserts the sheet formula at height $h+z$. That formula needs a positive height, so the integrand is rewritten only on the domain of integration, through `setIntegral_congr_fun`. The depth integral with $k=3$ supplies the factor $1/(4h^4)$.

```lean
/-- The energy between an atom and a half-space falls off as the fourth power of the height. -/
theorem atomWall_eq (ρ α : ℝ) {h : ℝ} (hh : 0 < h) :
    atomWall ρ α h = -23 * ρ * α ^ 2 / (40 * h ^ 4) := by
  have key : ∀ z ∈ Ioi (0 : ℝ), ρ * atomSheet α (h + z)
      = (-23 * ρ * α ^ 2 / 10) * (1 / (h + z) ^ (3 + 2)) := by
    intro z hz
    have hx : 0 < h + z := add_pos hh hz
    rw [atomSheet_eq α hx]
    generalize h + z = x
    ring
  unfold atomWall
  refine (setIntegral_congr_fun measurableSet_Ioi (fun z hz => key z hz)).trans ?_
  rw [integral_const_mul, layer_integral 3 hh]
  push_cast
  ring
```

The wall–wall energy repeats the argument with $k=2$ and the factor $1/(3d^3)$. The density and the polarizability now appear only through their product.

```lean
/-- The pairwise energy per unit area of two half-spaces at gap `d`, for any density
and polarizability. -/
theorem wallWall_eq (ρ α : ℝ) {d : ℝ} (hd : 0 < d) :
    wallWall ρ α d = -23 * (ρ * α) ^ 2 / (120 * d ^ 3) := by
  have key : ∀ z ∈ Ioi (0 : ℝ), ρ * atomWall ρ α (d + z)
      = (-23 * (ρ * α) ^ 2 / 40) * (1 / (d + z) ^ (2 + 2)) := by
    intro z hz
    have hx : 0 < d + z := add_pos hd hz
    rw [atomWall_eq ρ α hx]
    generalize d + z = x
    ring
  unfold wallWall
  refine (setIntegral_congr_fun measurableSet_Ioi (fun z hz => key z hz)).trans ?_
  rw [integral_const_mul, layer_integral 2 hd]
  push_cast
  ring
```

## Letting the permittivity grow

The next theorem says that, for fixed $\rho\neq0$ and $d>0$, the pairwise energy with Clausius–Mossotti polarizability converges to $-69/(640\pi^2d^3)$ as $\varepsilon\to\infty$. In Lean, `atTop` expresses the growth of $\varepsilon$ and `𝓝` the neighbourhoods of the limit. By hand, the closed form gives

$$E(d)=-\frac{69}{640\,\pi^2d^3}\left(\frac{\varepsilon-1}{\varepsilon+2}\right)^2,\qquad \frac{\varepsilon-1}{\varepsilon+2}=1-\frac{3}{\varepsilon+2}\to1.$$

The proof runs in the opposite direction. It first establishes the limit of the expression with $1-3/(\varepsilon+2)$, in `h1` and `lim`, and then shows that this expression equals the energy for all $\varepsilon>0$. The step `e1` is the identity for the fraction, and `e2` cancels the density.

```lean
/-- With Clausius-Mossotti polarizabilities, the pairwise energy tends to
`-69 / (640 π² d³)` as the permittivity grows without bound. -/
theorem wallWall_tendsto_metal {ρ d : ℝ} (hρ : ρ ≠ 0) (hd : 0 < d) :
    Tendsto (fun ε => wallWall ρ (clausiusMossotti ρ ε) d) atTop
      (𝓝 (-69 / (640 * π ^ 2 * d ^ 3))) := by
  have h1 : Tendsto (fun ε : ℝ => 1 - 3 / (ε + 2)) atTop (𝓝 (1 - 0)) :=
    tendsto_const_nhds.sub
      ((tendsto_atTop_add_const_right atTop (2 : ℝ) tendsto_id).const_div_atTop 3)
  have lim := (h1.pow 2).const_mul (-69 / (640 * π ^ 2 * d ^ 3))
  rw [sub_zero, one_pow, mul_one] at lim
  refine lim.congr' ?_
  filter_upwards [eventually_gt_atTop (0 : ℝ)] with ε hε
  have hne : ε + 2 ≠ 0 := by positivity
  have e1 : 1 - 3 / (ε + 2) = (ε - 1) / (ε + 2) := by
    rw [eq_div_iff hne, sub_mul, div_mul_cancel₀ _ hne]
    ring
  -- the density cancels in the product of density and polarizability
  have e2 : ∀ x : ℝ, ρ * (3 / (4 * π * ρ) * x) = 3 / (4 * π) * x := by
    intro x
    have hπ := Real.pi_ne_zero
    field_simp
  rw [wallWall_eq ρ _ hd, clausiusMossotti, e2, e1]
  generalize (ε - 1) / (ε + 2) = x
  ring
```

## The comparison with the Casimir energy

The final theorem takes the limiting value $\rho\alpha=3/(4\pi)$ as its hypothesis `hm`, which stands for the ideal metal. For any gap $d>0$ it states the energy, the exact ratio and the two strict bounds.

The energy `hE` comes from substituting `hm` into the closed form, and the ratio `hR` from cancelling $d^3$. For the bounds, $0.79<621/(8\pi^4)$ follows from $\pi^4<98.25$, and $621/(8\pi^4)<0.80$ follows from $\pi^4>97.04$. The estimates $3.14<\pi<3.1416$, raised to the fourth power, place $\pi^4$ between $97.21$ and $97.42$, which is enough for both.

```lean
/-- For `ρ α = 3 / (4 π)` the pairwise energy is `-69 / (640 π² d³)`, and its ratio to the
Casimir energy is `621 / (8 π⁴)`, strictly between 0.79 and 0.80. -/
theorem pairwise_metal_vs_casimir {ρ α d : ℝ} (hd : 0 < d) (hm : ρ * α = 3 / (4 * π)) :
    wallWall ρ α d = -69 / (640 * π ^ 2 * d ^ 3) ∧
    wallWall ρ α d / casimirEnergy d = 621 / (8 * π ^ 4) ∧
    0.79 < wallWall ρ α d / casimirEnergy d ∧
    wallWall ρ α d / casimirEnergy d < 0.80 := by
  have hE : wallWall ρ α d = -69 / (640 * π ^ 2 * d ^ 3) := by
    rw [wallWall_eq ρ α hd, hm]
    ring
  have hR : wallWall ρ α d / casimirEnergy d = 621 / (8 * π ^ 4) := by
    have hπ := Real.pi_ne_zero
    have hd0 := hd.ne'
    rw [hE, casimirEnergy]
    field_simp
    ring
  -- numerical bounds on the fourth power of π
  have hup : π ^ 4 < 3.1416 ^ 4 :=
    pow_lt_pow_left₀ Real.pi_lt_d4 Real.pi_pos.le (by norm_num)
  have hlo : (3.14 : ℝ) ^ 4 < π ^ 4 :=
    pow_lt_pow_left₀ Real.pi_gt_d2 (by norm_num) (by norm_num)
  norm_num at hup hlo
  refine ⟨hE, hR, ?_, ?_⟩
  · rw [hR, lt_div_iff₀ (by positivity)]
    linarith
  · rw [hR, div_lt_iff₀ (by positivity)]
    linarith

end

end PairwiseLifshitz
```

```lean
#print axioms PairwiseLifshitz.wallWall_tendsto_metal
#print axioms PairwiseLifshitz.pairwise_metal_vs_casimir
```

```
'PairwiseLifshitz.wallWall_tendsto_metal' depends on axioms: [propext, Classical.choice, Quot.sound]
'PairwiseLifshitz.pairwise_metal_vs_casimir' depends on axioms: [propext, Classical.choice, Quot.sound]
```
